# The s-wave logarithmic derivative of an empty sphere falls strictly with energy up to its first pole

Take a sphere of radius \(R>0\) with zero potential, in units where \(\hbar^2/2m=1\). For an s wave, \(r\) times the radial function is a function \(u(r)\) with \(u''=-Eu\). Fix \(u(0)=0\) and \(u'(0)=1\). Energy \(0\) then gives \(u_1=r\), and energy \(\kappa^2>0\) gives \(u_2=\sin(\kappa r)/\kappa\). Their Wronskian

\[
W=u_1'u_2-u_1u_2'=\frac{\sin\kappa r}{\kappa}-r\cos\kappa r,\qquad W'=\kappa r\sin\kappa r,
\]

starts from zero and grows while \(\kappa r<\pi\). If \(\kappa R<\pi\), dividing \(W(R)>0\) by \(u_1(R)u_2(R)\) gives \(\kappa\cot\kappa R<1/R\). The logarithmic derivative of the radial function \(u/r\) at \(R\) is \(D=u'(R)/u(R)-1/R\). So \(D(\kappa^2)=\kappa\cot\kappa R-1/R\) lies below \(D(0)=0\). The same comparison works for any two energies below \(\pi^2/R^2\).

In the APW method such logarithmic derivatives enter the secular matrix through terms from the sphere boundary; the results here concern one empty sphere and \(\ell=0\).

```lean
import Mathlib

open Real Set Filter Topology

namespace SphereRadialEquation

noncomputable section
```

## One solution for each sign of the energy

With \(\kappa=\sqrt{|E|}\), the solution `regularU E r` is \(\sin(\kappa r)/\kappa\), \(r\) or \(\sinh(\kappa r)/\kappa\) for positive, zero or negative \(E\).

```lean
/-- The s-wave solution `u` of the radial equation `u'' = -E u` in a sphere of zero potential,
with `u(0) = 0` and unit slope at the origin. -/
def regularU (E r : ℝ) : ℝ :=
  if 0 < E then sin (√E * r) / √E else if E < 0 then sinh (√(-E) * r) / √(-E) else r
```

Its slope `slopeU E r` is \(\cos\kappa r\), \(1\) or \(\cosh\kappa r\).

```lean
/-- The radial slope `u'` of the regular solution. -/
def slopeU (E r : ℝ) : ℝ :=
  if 0 < E then cos (√E * r) else if E < 0 then cosh (√(-E) * r) else 1
```

The function \(D\) is defined by its closed formulas, with energy and radius as real numbers.

```lean
/-- The function `D(E)`: `κ cot κR - 1/R` for `E = κ² > 0`, zero at `E = 0`, and `κ coth κR - 1/R`
for `E = -κ² < 0`. The formulas have their usual meaning for `R ≠ 0` and, when `E > 0`, `sin κR ≠
0`; Lean also assigns values elsewhere. -/
def sphereD (R E : ℝ) : ℝ :=
  if 0 < E then √E * (cos (√E * R) / sin (√E * R)) - 1 / R
  else if E < 0 then √(-E) * (cosh (√(-E) * R) / sinh (√(-E) * R)) - 1 / R else 0
```

For \(E>0\), \((\cos\kappa r)'=-\kappa\sin\kappa r=-Eu\). For \(E<0\), \((\cosh\kappa r)'=\kappa\sinh\kappa r=-Eu\). At \(E=0\) both sides vanish. The proof splits on the sign of \(E\) in the same way.

```lean
/-- The regular solution has slope `u'` and satisfies `u'' = -E u` at every energy. -/
theorem radial_equation (E r : ℝ) :
    HasDerivAt (regularU E) (slopeU E r) r ∧
      HasDerivAt (slopeU E) (-E * regularU E r) r := by
  have hl : ∀ k : ℝ, HasDerivAt (fun r => k * r) k r := fun k => by
    simpa using (hasDerivAt_id' r).const_mul k
  rcases lt_trichotomy E 0 with hE | rfl | hE
  · have hk : √(-E) ≠ 0 := (Real.sqrt_pos.2 (neg_pos.2 hE)).ne'
    have hu : regularU E = fun r => sinh (√(-E) * r) / √(-E) := by
      funext r; simp only [regularU, if_neg (lt_asymm hE), if_pos hE]
    have hv : slopeU E = fun r => cosh (√(-E) * r) := by
      funext r; simp only [slopeU, if_neg (lt_asymm hE), if_pos hE]
    have hq : (-E) / √(-E) = √(-E) := Real.div_sqrt
    rw [hu, hv]
    exact ⟨((hl _).sinh.div_const _).congr_deriv (mul_div_cancel_right₀ _ hk),
      (hl _).cosh.congr_deriv (by linear_combination (-sinh (√(-E) * r)) * hq)⟩
  · have hu : regularU 0 = fun r => r := by funext r; simp [regularU]
    have hv : slopeU 0 = fun _ => 1 := by funext r; simp [slopeU]
    rw [hu, hv]
    exact ⟨hasDerivAt_id' r, (hasDerivAt_const r (1 : ℝ)).congr_deriv (by simp)⟩
  · have hk : √E ≠ 0 := (Real.sqrt_pos.2 hE).ne'
    have hu : regularU E = fun r => sin (√E * r) / √E := by
      funext r; simp only [regularU, if_pos hE]
    have hv : slopeU E = fun r => cos (√E * r) := by
      funext r; simp only [slopeU, if_pos hE]
    have hq : E / √E = √E := Real.div_sqrt
    rw [hu, hv]
    exact ⟨((hl _).sin.div_const _).congr_deriv (mul_div_cancel_right₀ _ hk),
      (hl _).cos.congr_deriv (by linear_combination (sin (√E * r)) * hq)⟩
```

For \(0<r\le R\), \(u\) is plainly positive when \(E\le0\). When \(0<E<\pi^2/R^2\), we have \(0<\kappa r\le\kappa R<\pi\), so the sine is positive.

```lean
/-- Below `π²/R²` the regular solution is positive for `0 < r ≤ R`. -/
theorem regularU_pos {R E r : ℝ} (hE : E < π ^ 2 / R ^ 2) (hr : 0 < r) (hrR : r ≤ R) :
    0 < regularU E r := by
  have hR : 0 < R := hr.trans_le hrR
  rcases lt_trichotomy E 0 with h | rfl | h
  · have hk : 0 < √(-E) := Real.sqrt_pos.2 (neg_pos.2 h)
    simp only [regularU, if_neg (lt_asymm h), if_pos h]
    exact div_pos (Real.sinh_pos_iff.2 (mul_pos hk hr)) hk
  · simpa [regularU] using hr
  · have hk : 0 < √E := Real.sqrt_pos.2 h
    have h1 : √E < π / R := (Real.sqrt_lt' (div_pos pi_pos hR)).2 (by rwa [div_pow])
    have h2 : √E * R < π := (lt_div_iff₀ hR).1 h1
    have h3 : √E * r ≤ √E * R := mul_le_mul_of_nonneg_left hrR hk.le
    simp only [regularU, if_pos h]
    exact div_pos (Real.sin_pos_of_pos_of_lt_pi (mul_pos hk hr) (h3.trans_lt h2)) hk
```

When \(R\) and \(u(R)\) are nonzero, dividing slope by value in each case gives \(D(E)=u'(R)/u(R)-1/R\). Lean sets division by zero to zero, so the formal equation needs neither condition.

```lean
/-- `D(E)` equals `u'(R)/u(R) - 1/R`. -/
theorem sphereD_eq (R E : ℝ) : sphereD R E = slopeU E R / regularU E R - 1 / R := by
  rcases lt_trichotomy E 0 with h | rfl | h
  · simp only [sphereD, slopeU, regularU, if_neg (lt_asymm h), if_pos h]
    rw [div_div_eq_mul_div]; ring
  · simp [sphereD, slopeU, regularU]
  · simp only [sphereD, slopeU, regularU, if_pos h]
    rw [div_div_eq_mul_div]; ring
```

Since \((u/r)'=u'/r-u/r^2=(u'/u-1/r)\,u/r\), \(D\) is the logarithmic derivative of the radial function \(u/r\) at \(R\), provided \(u(R)\neq0\).

```lean
/-- If `R ≠ 0` and `u(R) ≠ 0`, then `D(E)` is the logarithmic derivative of the radial function
`u(r)/r` at `r = R`. -/
theorem hasDerivAt_radial {R E : ℝ} (hR : R ≠ 0) (hu : regularU E R ≠ 0) :
    HasDerivAt (fun r => regularU E r / r) (sphereD R E * (regularU E R / R)) R := by
  refine ((radial_equation E R).1.fun_div (hasDerivAt_id' R) hR).congr_deriv ?_
  rw [sphereD_eq]
  field_simp
```

## Strict decrease from the Wronskian

For \(E_1<E_2<\pi^2/R^2\), the products \(u_1'u_2'\) cancel:

\[
W'=u_1''u_2-u_1u_2''=(E_2-E_1)u_1u_2>0\quad(0<r<R).
\]

As \(W(0)=0\), it follows that \(W(R)>0\).

```lean
/-- For two energies `E₁ < E₂ < π²/R²` the Wronskian `u₁' u₂ - u₁ u₂'` is positive at `R`. -/
theorem wronskian_pos {R E₁ E₂ : ℝ} (hR : 0 < R) (h12 : E₁ < E₂) (h2 : E₂ < π ^ 2 / R ^ 2) :
    0 < slopeU E₁ R * regularU E₂ R - regularU E₁ R * slopeU E₂ R := by
  have h0 : ∀ E, regularU E 0 = 0 := fun E => by
    unfold regularU; split_ifs <;> simp
  have hd : ∀ r, HasDerivAt
      (fun r => slopeU E₁ r * regularU E₂ r - regularU E₁ r * slopeU E₂ r)
      ((E₂ - E₁) * (regularU E₁ r * regularU E₂ r)) r := fun r =>
    (((radial_equation E₁ r).2.fun_mul (radial_equation E₂ r).1).fun_sub
      ((radial_equation E₁ r).1.fun_mul (radial_equation E₂ r).2)).congr_deriv (by ring)
  -- the Wronskian starts from zero and grows throughout the sphere
  have hm := strictMonoOn_of_deriv_pos (convex_Icc 0 R)
    (fun r _ => (hd r).continuousAt.continuousWithinAt) (fun r hr => by
      rw [interior_Icc] at hr
      rw [(hd r).deriv]
      exact mul_pos (sub_pos.2 h12) (mul_pos (regularU_pos (h12.trans h2) hr.1 hr.2.le)
        (regularU_pos h2 hr.1 hr.2.le)))
  have := hm (left_mem_Icc.2 hR.le) (right_mem_Icc.2 hR.le) hR
  simpa [h0] using this
```

Division by \(u_1(R)u_2(R)>0\) gives \(u_1'/u_1>u_2'/u_2\) at \(R\), hence \(D(E_1)>D(E_2)\).

```lean
/-- `D` is strictly decreasing in the energy below `π²/R²`. -/
theorem sphereD_strictAntiOn {R : ℝ} (hR : 0 < R) :
    StrictAntiOn (sphereD R) (Iio (π ^ 2 / R ^ 2)) := by
  intro E₁ h1 E₂ h2 h12
  have hw := wronskian_pos hR h12 h2
  have h : slopeU E₂ R / regularU E₂ R < slopeU E₁ R / regularU E₁ R := by
    rw [div_lt_div_iff₀ (regularU_pos h2 hR le_rfl) (regularU_pos h1 hR le_rfl)]
    linarith
  rw [sphereD_eq, sphereD_eq]
  linarith
```

## Continuity through zero energy

Put \(x=\kappa R\). For \(E<0\), \(\cosh x-\sinh x=e^{-x}\le1\) and \(x\le\sinh x\), so

\[
x\cosh x\le x\sinh x+x\le(1+x)\sinh x .
\]

Dividing by \(R\sinh x\) gives \(D\le\kappa\). For \(E>0\) and \(x\le1\), \(\sin x\le x\) gives \(x\cot x\ge\cos x\ge1-x^2/2\), so \(D\ge-ER/2\). The remaining bounds follow from monotonicity and \(D(0)=0\). In Lean `√(-E)` is zero for \(E\ge0\), so one pair of bounds serves both signs.

```lean
/-- For `E R² ≤ 1`, `D(E)` lies between `-|E| R/2` and `√(-E)`, the root being read as zero
for `E ≥ 0`. -/
theorem sphereD_bounds {R E : ℝ} (hR : 0 < R) (hE : E * R ^ 2 ≤ 1) :
    -(|E| * R / 2) ≤ sphereD R E ∧ sphereD R E ≤ √(-E) := by
  have hz : sphereD R 0 = 0 := by simp [sphereD]
  have hm0 : (0 : ℝ) ∈ Iio (π ^ 2 / R ^ 2) := div_pos (pow_pos pi_pos 2) (pow_pos hR 2)
  have hmE : E ∈ Iio (π ^ 2 / R ^ 2) :=
    (lt_div_iff₀ (pow_pos hR 2)).2 (by nlinarith [pi_gt_three])
  rcases lt_trichotomy E 0 with h | rfl | h
  · have hlow := sphereD_strictAntiOn hR hmE hm0 h
    rw [hz] at hlow
    have hn : 0 ≤ |E| * R / 2 := by positivity
    refine ⟨by linarith, ?_⟩
    have hk : 0 < √(-E) := Real.sqrt_pos.2 (neg_pos.2 h)
    have hx := mul_pos hk hR
    have hs := Real.sinh_pos_iff.2 hx
    have h1 := Real.self_le_sinh_iff.2 hx.le
    have h2 : cosh (√(-E) * R) - sinh (√(-E) * R) ≤ 1 := by
      rw [Real.cosh_sub_sinh]; exact Real.exp_le_one_iff.2 (by linarith)
    have h3 := mul_le_mul_of_nonneg_left h2 hx.le
    have h4 : 1 / R + √(-E) = (1 + √(-E) * R) / R := by
      rw [eq_div_iff hR.ne', add_mul, one_div_mul_cancel hR.ne']
    have h5 : √(-E) * (cosh (√(-E) * R) / sinh (√(-E) * R)) ≤ 1 / R + √(-E) := by
      rw [h4, ← mul_div_assoc, div_le_div_iff₀ hs hR]
      linarith
    simp only [sphereD, if_neg (lt_asymm h), if_pos h]
    linarith
  · simp [hz]
  · have hup := sphereD_strictAntiOn hR hm0 hmE h
    rw [hz] at hup
    refine ⟨?_, hup.le.trans (Real.sqrt_nonneg _)⟩
    have hx := mul_pos (Real.sqrt_pos.2 h) hR
    have hx2 : (√E * R) ^ 2 = E * R ^ 2 := by rw [mul_pow, Real.sq_sqrt h.le]
    have hx1 : √E * R ≤ 1 := by nlinarith
    have hs := Real.sin_pos_of_pos_of_le_one hx hx1
    have hc := Real.one_sub_sq_div_two_le_cos (x := √E * R)
    have hc0 : 0 ≤ cos (√E * R) := by linarith
    have h1 : cos (√E * R) ≤ √E * R * (cos (√E * R) / sin (√E * R)) := by
      rw [← mul_div_assoc, le_div_iff₀ hs]
      linarith [mul_le_mul_of_nonneg_left (Real.sin_le hx.le) hc0]
    have h2 : 1 / R - E * R / 2 = (1 - E * R ^ 2 / 2) / R := by
      rw [eq_div_iff hR.ne', sub_mul, one_div_mul_cancel hR.ne']; ring
    have h3 : 1 / R - E * R / 2 ≤ √E * (cos (√E * R) / sin (√E * R)) := by
      rw [h2, div_le_iff₀ hR]
      linarith
    simp only [sphereD, if_pos h, abs_of_pos h]
    linarith
```

Both bounds tend to zero with \(E\), which squeezes \(D\) at the threshold. Elsewhere \(D\) is a quotient of continuous functions whose denominator is nonzero because \(u(R)>0\).

```lean
/-- `D` is continuous in the energy below `π²/R²`, including at `E = 0`. -/
theorem sphereD_continuousOn {R : ℝ} (hR : 0 < R) :
    ContinuousOn (sphereD R) (Iio (π ^ 2 / R ^ 2)) := by
  intro E hE
  apply ContinuousAt.continuousWithinAt
  have hu := (regularU_pos hE hR le_rfl).ne'
  rcases lt_trichotomy E 0 with h | rfl | h
  · have hs : sinh (√(-E) * R) ≠ 0 := fun h0 => hu (by
      simp only [regularU, if_neg (lt_asymm h), if_pos h, h0, zero_div])
    have hk : Continuous (fun e : ℝ => √(-e)) := Real.continuous_sqrt.comp continuous_neg
    have hc : Continuous (fun e : ℝ => cosh (√(-e) * R)) :=
      Real.continuous_cosh.comp (hk.mul continuous_const)
    have hd : Continuous (fun e : ℝ => sinh (√(-e) * R)) :=
      Real.continuous_sinh.comp (hk.mul continuous_const)
    refine ((hk.continuousAt.mul (hc.continuousAt.div hd.continuousAt hs)).sub
      (continuousAt_const (y := 1 / R))).congr ?_
    filter_upwards [eventually_lt_nhds h] with e he
    simp [sphereD, if_neg (lt_asymm he), if_pos he]
  · -- squeeze at the threshold energy
    have hz : sphereD R 0 = 0 := by simp [sphereD]
    have hl : Continuous (fun e : ℝ => -(|e| * R / 2)) := by fun_prop
    have hr : Continuous (fun e : ℝ => √(-e)) := Real.continuous_sqrt.comp continuous_neg
    have hb : ∀ᶠ e in 𝓝 (0 : ℝ), e * R ^ 2 ≤ 1 := by
      filter_upwards [eventually_lt_nhds (show (0 : ℝ) < 1 / R ^ 2 by positivity)] with e he
      exact ((lt_div_iff₀ (pow_pos hR 2)).1 he).le
    unfold ContinuousAt
    rw [hz]
    exact tendsto_of_tendsto_of_tendsto_of_le_of_le'
      (by simpa using hl.tendsto 0) (by simpa using hr.tendsto 0)
      (hb.mono fun e he => (sphereD_bounds hR he).1)
      (hb.mono fun e he => (sphereD_bounds hR he).2)
  · have hs : sin (√E * R) ≠ 0 := fun h0 => hu (by
      simp only [regularU, if_pos h, h0, zero_div])
    have hc : Continuous (fun e : ℝ => cos (√e * R)) :=
      Real.continuous_cos.comp (Real.continuous_sqrt.mul continuous_const)
    have hd : Continuous (fun e : ℝ => sin (√e * R)) :=
      Real.continuous_sin.comp (Real.continuous_sqrt.mul continuous_const)
    refine ((Real.continuous_sqrt.continuousAt.mul
      (hc.continuousAt.div hd.continuousAt hs)).sub
      (continuousAt_const (y := 1 / R))).congr ?_
    filter_upwards [eventually_gt_nhds h] with e he
    simp [sphereD, if_pos he]
```

## One zero between each pole and the next

Write \(\kappa R=n\pi+t\) with \(n\ge1\) and \(0<t<\pi/2\). The signs \((-1)^n\) cancel in the cotangent, so

\[
D(\kappa^2)=\frac{h(t)}{R\sin t},\qquad h(t)=(t+n\pi)\cos t-\sin t .
\]

Here \(h'(t)=-(t+n\pi)\sin t<0\), while \(h(0)=n\pi\) and \(h(\pi/2)=-1\). The intermediate value theorem gives a zero, and strict decrease makes it unique. There the radial function has zero slope at the boundary. For \(n\pi+\pi/2\le\kappa R<(n+1)\pi\) the cotangent is zero or negative, so \(D<0\) and no other zero lies before the next pole.

For \(R=1\), \(n=1\): \(h(1.35)\approx0.008\) and \(h(1.36)\approx-0.036\). Linear interpolation gives \(t\approx1.352\), so \(\kappa\approx4.493\) and \(E\approx20.19\).

```lean
/-- For each `n ≥ 1` exactly one `κ` with `κR` in `(nπ, nπ + π/2)` satisfies `D(κ²) = 0`. -/
theorem existsUnique_zero {R : ℝ} (hR : 0 < R) {n : ℕ} (hn : 1 ≤ n) :
    ∃! κ : ℝ, κ * R ∈ Ioo (n * π) (n * π + π / 2) ∧ sphereD R (κ ^ 2) = 0 := by
  have hnpi : 0 < (n : ℝ) * π := mul_pos (by exact_mod_cast (show 0 < n by omega)) pi_pos
  obtain ⟨h, hh⟩ : ∃ h : ℝ → ℝ, ∀ t, h t = (t + n * π) * cos t - sin t :=
    ⟨_, fun _ => rfl⟩
  have hd : ∀ t, HasDerivAt h (-((t + n * π) * sin t)) t := fun t => by
    rw [show h = fun t => (t + n * π) * cos t - sin t from funext hh]
    exact ((((hasDerivAt_id' t).add_const (n * π)).fun_mul (Real.hasDerivAt_cos t)).fun_sub
      (Real.hasDerivAt_sin t)).congr_deriv (by ring)
  have hcont : ContinuousOn h (Icc 0 (π / 2)) :=
    fun t _ => (hd t).continuousAt.continuousWithinAt
  have hanti : StrictAntiOn h (Icc 0 (π / 2)) :=
    strictAntiOn_of_deriv_neg (convex_Icc _ _) hcont (fun t ht => by
      rw [interior_Icc] at ht
      rw [(hd t).deriv]
      have hs := Real.sin_pos_of_pos_of_lt_pi ht.1 (by linarith [ht.2, pi_pos])
      have := mul_pos (show 0 < t + n * π by linarith [ht.1]) hs
      linarith)
  -- measured from `nπ`, zeros of `D` are zeros of `h`
  have key : ∀ κ : ℝ, κ * R ∈ Ioo (n * π) (n * π + π / 2) →
      (sphereD R (κ ^ 2) = 0 ↔ h (κ * R - n * π) = 0) := by
    intro κ hκ
    have hk : 0 < κ := (mul_pos_iff_of_pos_right hR).1 (hnpi.trans hκ.1)
    obtain ⟨t, ht⟩ : ∃ t, t = κ * R - n * π := ⟨_, rfl⟩
    have hx : κ * R = t + n * π := by linarith
    have hs : 0 < sin t := Real.sin_pos_of_pos_of_lt_pi (by linarith [hκ.1])
      (by linarith [hκ.2, pi_pos])
    have hD : sphereD R (κ ^ 2) = h t / (R * sin t) := by
      simp only [sphereD, if_pos (pow_pos hk 2), Real.sqrt_sq hk.le, hx,
        Real.cos_add_nat_mul_pi, Real.sin_add_nat_mul_pi]
      rw [mul_div_mul_left _ _ (pow_ne_zero n (by norm_num : (-1 : ℝ) ≠ 0)), hh, ← hx]
      field_simp
    rw [← ht, hD, div_eq_zero_iff]
    exact or_iff_left (mul_pos hR hs).ne'
  have h1 : h (π / 2) = -1 := by simp [hh]
  have h2 : h 0 = n * π := by simp [hh]
  obtain ⟨t, ht, h0⟩ := intermediate_value_Ioo' (by positivity : (0 : ℝ) ≤ π / 2) hcont
    (show (0 : ℝ) ∈ Ioo (h (π / 2)) (h 0) by rw [h1, h2]; exact ⟨by norm_num, hnpi⟩)
  have hx : (t + n * π) / R * R = t + n * π := div_mul_cancel₀ _ hR.ne'
  have hm : (t + n * π) / R * R ∈ Ioo (n * π) (n * π + π / 2) := by
    rw [hx]; exact ⟨by linarith [ht.1], by linarith [ht.2]⟩
  refine ⟨(t + n * π) / R, ⟨hm, (key _ hm).2 (by rw [hx, add_sub_cancel_right]; exact h0)⟩, ?_⟩
  rintro κ ⟨hκ, hz⟩
  have := hanti.injOn ⟨by linarith [hκ.1], by linarith [hκ.2]⟩ (Ioo_subset_Icc_self ht)
    (((key κ hκ).1 hz).trans h0.symm)
  rw [eq_div_iff hR.ne']
  linarith
```

## The pole and the full statement

As \(E\) rises to \(\pi^2/R^2\), \(\kappa\cos\kappa R\to-\pi/R\) while \(\sin\kappa R\to0\) from above, so \(D\to-\infty\).

The final theorem assumes only \(R>0\). `Iio` is the ray of energies below \(\pi^2/R^2\), `𝓝[<]` is approach from below, and `∃!` asserts exactly one \(\kappa\) for each \(n\ge1\). The theorem doesn't treat nonzero potentials, higher \(\ell\), or monotonicity above the first pole.

```lean
/-- Below `π²/R²` the function `D` is continuous and strictly decreasing, and it tends to `-∞` as
`E` rises to `π²/R²`; for each `n ≥ 1` exactly one `κ` with `κR` in `(nπ, nπ + π/2)` satisfies
`D(κ²) = 0`. -/
theorem sphereD_main {R : ℝ} (hR : 0 < R) :
    ContinuousOn (sphereD R) (Iio (π ^ 2 / R ^ 2)) ∧
    StrictAntiOn (sphereD R) (Iio (π ^ 2 / R ^ 2)) ∧
    Tendsto (sphereD R) (𝓝[<] (π ^ 2 / R ^ 2)) atBot ∧
    ∀ n : ℕ, 1 ≤ n →
      ∃! κ : ℝ, κ * R ∈ Ioo (n * π) (n * π + π / 2) ∧ sphereD R (κ ^ 2) = 0 := by
  refine ⟨sphereD_continuousOn hR, sphereD_strictAntiOn hR, ?_,
    fun n hn => existsUnique_zero hR hn⟩
  have hq : √(π ^ 2 / R ^ 2) = π / R := by
    rw [← div_pow, Real.sqrt_sq (div_pos pi_pos hR).le]
  have hqR : π / R * R = π := div_mul_cancel₀ _ hR.ne'
  have hpos : ∀ᶠ e in 𝓝[<] (π ^ 2 / R ^ 2), 0 < e :=
    nhdsWithin_le_nhds (eventually_gt_nhds (div_pos (pow_pos pi_pos 2) (pow_pos hR 2)))
  have hc : Continuous (fun e : ℝ => √e * cos (√e * R)) :=
    Real.continuous_sqrt.mul
      (Real.continuous_cos.comp (Real.continuous_sqrt.mul continuous_const))
  have hd : Continuous (fun e : ℝ => sin (√e * R)) :=
    Real.continuous_sin.comp (Real.continuous_sqrt.mul continuous_const)
  have hcl : Tendsto (fun e : ℝ => √e * cos (√e * R)) (𝓝[<] (π ^ 2 / R ^ 2))
      (𝓝 (-(π / R))) := by
    have := (hc.tendsto (π ^ 2 / R ^ 2)).mono_left
      (nhdsWithin_le_nhds (s := Iio (π ^ 2 / R ^ 2)))
    rwa [hq, hqR, Real.cos_pi, mul_neg_one] at this
  -- the sine reaches zero from above
  have hdl : Tendsto (fun e : ℝ => sin (√e * R)) (𝓝[<] (π ^ 2 / R ^ 2)) (𝓝[>] 0) := by
    refine tendsto_nhdsWithin_iff.2 ⟨?_, ?_⟩
    · have := (hd.tendsto (π ^ 2 / R ^ 2)).mono_left
        (nhdsWithin_le_nhds (s := Iio (π ^ 2 / R ^ 2)))
      rwa [hq, hqR, Real.sin_pi] at this
    · filter_upwards [hpos, self_mem_nhdsWithin] with e he hlt
      have hu := regularU_pos hlt hR le_rfl
      simp only [regularU, if_pos he] at hu
      exact (div_pos_iff_of_pos_right (Real.sqrt_pos.2 he)).1 hu
  have hlim := tendsto_atBot_add_const_right _ (-(1 / R))
    (hcl.neg_mul_atTop (neg_lt_zero.2 (div_pos pi_pos hR)) (tendsto_inv_nhdsGT_zero.comp hdl))
  refine hlim.congr' ?_
  filter_upwards [hpos] with e he
  simp only [sphereD, if_pos he, Function.comp_apply]
  ring

end

end SphereRadialEquation
```

```lean
#print axioms SphereRadialEquation.hasDerivAt_radial
#print axioms SphereRadialEquation.sphereD_strictAntiOn
#print axioms SphereRadialEquation.sphereD_main
```

```
'SphereRadialEquation.hasDerivAt_radial' depends on axioms: [propext, Classical.choice, Quot.sound]
'SphereRadialEquation.sphereD_strictAntiOn' depends on axioms: [propext, Classical.choice, Quot.sound]
'SphereRadialEquation.sphereD_main' depends on axioms: [propext, Classical.choice, Quot.sound]
```
